# At most cubic bias from a one-dimensional nodal force regularizer, for $C^2$ integrands

Let $f(t)=9t^2-15t^4+7t^6$ for $|t|<1$ and $f(t)=1$ otherwise. If $g$ is twice continuously differentiable on $[-1,1]$ with $|g''|\le M$, and $0<\varepsilon\le 1$, then

$$\left|\int_{-1}^{1} g(x)\,\bigl(1-f(x/\varepsilon)\bigr)\,dx\right|\;\le\;\frac{32}{315}\,M\varepsilon^3\;\le\;\frac{M\varepsilon^3}{3}.$$

In variational Monte Carlo, $x$ stands for the signed distance to a node of the trial function $\psi$. The sampling density $\rho=\psi^2$ vanishes like $x^2$ there, while a force estimator $F$ can diverge like $1/x^2$. The mean of $F$ is then finite, but its variance is not. Multiplying $F$ by $f(x/\varepsilon)$ removes the divergence, and the integral above, with $g=\rho F$ continued smoothly through the node, is the exact mean minus the regularized one (for normalized $\rho$). The model has one coordinate and one node, at $x=0$.

## The regularizer and the smoothness assumption

```lean
import Mathlib

open MeasureTheory Set

namespace NodalForceRegularization

noncomputable section

/-- The polynomial regularizer of a nodal divergence, as a function of the distance to the node
in units of the cutoff; it equals one beyond the cutoff. -/
def nodeReg (t : ℝ) : ℝ := if |t| < 1 then 9 * t ^ 2 - 15 * t ^ 4 + 7 * t ^ 6 else 1
```

`nodeReg` is $f$, a function from real numbers to real numbers. Its argument is the distance to the node in units of the cutoff $\varepsilon$.

```lean
/-- The function `g` is twice continuously differentiable on `[-1, 1]`, with first derivative `g₁`
and second derivative `g₂` (one-sided at the endpoints). -/
structure IsC2 (g g₁ g₂ : ℝ → ℝ) : Prop where
  first : ∀ x ∈ Icc (-1 : ℝ) 1, HasDerivWithinAt g (g₁ x) (Icc (-1) 1) x
  second : ∀ x ∈ Icc (-1 : ℝ) 1, HasDerivWithinAt g₁ (g₂ x) (Icc (-1) 1) x
  cont : ContinuousOn g₂ (Icc (-1) 1)
```

`IsC2 g g₁ g₂` is a proposition with three parts: $g_1$ is the derivative of $g$ on $[-1,1]$, $g_2$ is the derivative of $g_1$, and $g_2$ is continuous. `Icc (-1) 1` is the closed interval, and `HasDerivWithinAt` takes the derivative from inside it, so it is one-sided at $\pm1$. Below, $g_1=g'$ and $g_2=g''$.

This is an assumption about the product $\rho F$. The file does not derive it from a wave function; $\rho$ and $F$ do not appear separately.

```lean
/-- The polynomial form of the regularizer holds up to and including the cutoff. -/
theorem nodeReg_eq {t : ℝ} (h : |t| ≤ 1) :
    nodeReg t = 9 * t ^ 2 - 15 * t ^ 4 + 7 * t ^ 6 := by
  rcases lt_or_eq_of_le h with h | h
  · rw [nodeReg, if_pos h]
  · have h2 : t ^ 2 = 1 := by rw [← sq_abs, h]; norm_num
    rw [nodeReg, if_neg (by rw [h]; exact lt_irrefl 1), show t ^ 4 = (t ^ 2) ^ 2 by ring,
      show t ^ 6 = (t ^ 2) ^ 3 by ring, h2]
    norm_num
```

The definition uses the polynomial only for $|t|<1$. At $|t|=1$ the polynomial gives $9-15+7=1$, which agrees with the other branch, so the formula holds for $|t|\le1$. The proof treats the two cases separately.

## The bias as an integral of the second derivative

```lean
variable {g g₁ g₂ : ℝ → ℝ} {ε M : ℝ}

/-- Exact bias formula: for `g` twice continuously differentiable on `[-1, 1]` and a cutoff
`0 < ε ≤ 1`, the bias is a weighted integral of the second derivative of `g` near the node. -/
theorem bias_eq (hg : IsC2 g g₁ g₂) (h0 : 0 < ε) (h1 : ε ≤ 1) :
    ∫ x in (-1 : ℝ)..1, g x * (1 - nodeReg (x / ε)) =
      -(ε ^ 2 / 8) * ∫ x in (-ε)..ε, g₂ x * (1 - (x / ε) ^ 2) ^ 4 := by
  have hle : -ε ≤ ε := by linarith
  have hsub : Icc (-ε) ε ⊆ Icc (-1 : ℝ) 1 := Icc_subset_Icc (by linarith) h1
  -- beyond the cutoff the integrand vanishes
  have hout : ∀ x ∈ Ioc (-1 : ℝ) 1 \ Ioc (-ε) ε, g x * (1 - nodeReg (x / ε)) = 0 := by
    rintro x ⟨-, hx⟩
    have hn : ¬ |x / ε| < 1 := by
      intro h
      rw [abs_lt, lt_div_iff₀ h0, div_lt_iff₀ h0] at h
      exact hx ⟨by linarith [h.1], by linarith [h.2]⟩
    rw [nodeReg, if_neg hn]
    ring
  have hloc : ∫ x in (-1 : ℝ)..1, g x * (1 - nodeReg (x / ε)) = ∫ x in (-ε)..ε,
      g x * (1 - (9 * (x / ε) ^ 2 - 15 * (x / ε) ^ 4 + 7 * (x / ε) ^ 6)) := by
    rw [intervalIntegral.integral_of_le (show (-1 : ℝ) ≤ 1 by norm_num),
      intervalIntegral.integral_of_le hle, MeasureTheory.setIntegral_eq_of_subset_of_forall_sdiff_eq_zero
        measurableSet_Ioc (Ioc_subset_Ioc (by linarith) h1) hout]
    refine setIntegral_congr_fun measurableSet_Ioc (fun x hx => ?_)
    have hx1 : |x / ε| ≤ 1 := by
      rw [abs_le, le_div_iff₀ h0, div_le_iff₀ h0]
      exact ⟨by linarith [hx.1], by linarith [hx.2]⟩
    simp only [nodeReg_eq hx1]
  have c0 : ContinuousOn g (Icc (-ε) ε) :=
    fun x hx => ((hg.first x (hsub hx)).continuousWithinAt).mono hsub
  have c1 : ContinuousOn g₁ (Icc (-ε) ε) :=
    fun x hx => ((hg.second x (hsub hx)).continuousWithinAt).mono hsub
  have c2 : ContinuousOn g₂ (Icc (-ε) ε) := hg.cont.mono hsub
  have hA : IntervalIntegrable (fun x => g x *
      (1 - (9 * (x / ε) ^ 2 - 15 * (x / ε) ^ 4 + 7 * (x / ε) ^ 6))) volume (-ε) ε :=
    ContinuousOn.intervalIntegrable_of_Icc hle (by fun_prop)
  have hB : IntervalIntegrable (fun x => ε ^ 2 / 8 * (g₂ x * (1 - (x / ε) ^ 2) ^ 4))
      volume (-ε) ε := ContinuousOn.intervalIntegrable_of_Icc hle (by fun_prop)
  -- two integrations by parts, written as one total derivative
  have hP : ∀ x ∈ Ioo (-ε) ε, HasDerivAt (fun y => g y * (ε * (y / ε * (1 - (y / ε) ^ 2) ^ 3))
      + g₁ y * (ε ^ 2 / 8 * (1 - (y / ε) ^ 2) ^ 4))
      (g x * (1 - (9 * (x / ε) ^ 2 - 15 * (x / ε) ^ 4 + 7 * (x / ε) ^ 6))
        + ε ^ 2 / 8 * (g₂ x * (1 - (x / ε) ^ 2) ^ 4)) x := by
    intro x hx
    have hm : Icc (-1 : ℝ) 1 ∈ nhds x :=
      Icc_mem_nhds (by linarith [hx.1]) (by linarith [hx.2])
    have hxI := hsub (Ioo_subset_Icc_self hx)
    have d1 := (hg.first x hxI).hasDerivAt hm
    have d2 := (hg.second x hxI).hasDerivAt hm
    have ht : HasDerivAt (fun y : ℝ => y / ε) (1 / ε) x := (hasDerivAt_id' x).div_const ε
    have hu : HasDerivAt (fun y : ℝ => 1 - (y / ε) ^ 2) (-(2 * (x / ε) * (1 / ε))) x :=
      ((ht.fun_pow 2).const_sub 1).congr_deriv (by norm_num)
    have hu3 : HasDerivAt (fun y : ℝ => (1 - (y / ε) ^ 2) ^ 3)
        (3 * (1 - (x / ε) ^ 2) ^ 2 * (-(2 * (x / ε) * (1 / ε)))) x :=
      (hu.fun_pow 3).congr_deriv (by norm_num)
    have hu4 : HasDerivAt (fun y : ℝ => (1 - (y / ε) ^ 2) ^ 4)
        (4 * (1 - (x / ε) ^ 2) ^ 3 * (-(2 * (x / ε) * (1 / ε)))) x :=
      (hu.fun_pow 4).congr_deriv (by norm_num)
    refine ((d1.fun_mul ((ht.fun_mul hu3).const_mul ε)).fun_add
      (d2.fun_mul (hu4.const_mul (ε ^ 2 / 8)))).congr_deriv ?_
    have e : ε * (1 / ε) = 1 := mul_one_div_cancel h0.ne'
    generalize 1 / ε = i at e ⊢
    generalize x / ε = t
    linear_combination (g x * ((1 - t ^ 2) ^ 3 - 6 * t ^ 2 * (1 - t ^ 2) ^ 2)
      - g₁ x * ε * t * (1 - t ^ 2) ^ 3) * e
  -- the boundary terms vanish at the cutoff
  have key := intervalIntegral.integral_eq_sub_of_hasDerivAt_of_le hle (by fun_prop) hP
    (hA.add hB)
  rw [intervalIntegral.integral_add hA hB, intervalIntegral.integral_const_mul, neg_div,
    div_self h0.ne'] at key
  rw [hloc]
  linear_combination key
```

The theorem `bias_eq` states, for $0<\varepsilon\le1$,

$$\int_{-1}^{1} g\,\bigl(1-f(x/\varepsilon)\bigr)\,dx=-\frac{\varepsilon^2}{8}\int_{-\varepsilon}^{\varepsilon} g''(x)\left(1-\frac{x^2}{\varepsilon^2}\right)^4dx .$$

By hand, first note that $1-f(x/\varepsilon)=0$ for $|x|\ge\varepsilon$, so only $[-\varepsilon,\varepsilon]$ contributes. Write $t=x/\varepsilon$ and define

$$A(x)=\varepsilon\,t(1-t^2)^3,\qquad B(x)=\frac{\varepsilon^2}{8}(1-t^2)^4 .$$

Differentiating with respect to $x$ gives

$$A'=(1-t^2)^3-6t^2(1-t^2)^2=(1-t^2)^2(1-7t^2)=1-9t^2+15t^4-7t^6,$$

which is $1-f$, and

$$B'=\frac{\varepsilon^2}{8}\cdot4(1-t^2)^3\cdot\left(-\frac{2t}{\varepsilon}\right)=-A .$$

Both $A$ and $B$ vanish at $x=\pm\varepsilon$. Two integrations by parts therefore leave no boundary terms:

$$\int gA'=-\int g'A=\int g'B'=-\int g''B .$$

The Lean proof has the same structure:

- `hout` shows that the integrand vanishes beyond the cutoff, and `hloc` shrinks the integration range and inserts the polynomial.
- `hP` combines both integrations by parts into one total derivative, $(gA+g'B)'=g(1-f)+g''B$. The terms $g'A$ and $g'B'$ cancel. The derivative rules produce the left side, and `linear_combination` checks the remaining algebra using $\varepsilon\cdot(1/\varepsilon)=1$.
- `key` applies the fundamental theorem of calculus. It needs the derivative only in the open interval, which matters when $\varepsilon=1$ and the endpoints have one-sided derivatives.

The factor $1-7t^2$ shows how the cancellation works: $f$ is below 1 close to the node and above 1 for $1/\sqrt7<|t|<1$. The deficit and the excess balance for constant $g$, and symmetry removes the linear part.

## From the identity to the bound

```lean
/-- The weight in the bias formula has total mass `256 ε / 315` for a cutoff `ε > 0`. -/
theorem weight_integral (h0 : 0 < ε) :
    ∫ x in (-ε)..ε, (1 - (x / ε) ^ 2) ^ 4 = 256 / 315 * ε := by
  have hd : ∀ t ∈ uIcc (-1 : ℝ) 1, HasDerivAt
      (fun t : ℝ => t - 4 / 3 * t ^ 3 + 6 / 5 * t ^ 5 - 4 / 7 * t ^ 7 + 1 / 9 * t ^ 9)
      ((1 - t ^ 2) ^ 4) t := by
    intro t _
    refine (((((hasDerivAt_id' t).fun_sub ((hasDerivAt_pow 3 t).const_mul (4 / 3))).fun_add
      ((hasDerivAt_pow 5 t).const_mul (6 / 5))).fun_sub
      ((hasDerivAt_pow 7 t).const_mul (4 / 7))).fun_add
      ((hasDerivAt_pow 9 t).const_mul (1 / 9))).congr_deriv ?_
    norm_num
    ring
  have hi : IntervalIntegrable (fun t : ℝ => (1 - t ^ 2) ^ 4) volume (-1) 1 :=
    Continuous.intervalIntegrable (by fun_prop) _ _
  rw [intervalIntegral.integral_comp_div (fun t : ℝ => (1 - t ^ 2) ^ 4) h0.ne', neg_div,
    div_self h0.ne', intervalIntegral.integral_eq_sub_of_hasDerivAt hd hi, smul_eq_mul]
  ring
```

The substitution $x=\varepsilon t$ gives $\varepsilon\int_{-1}^{1}(1-t^2)^4dt$. Expanding the power and integrating,

$$\int_{-1}^{1}(1-t^2)^4dt=2\left(1-\frac43+\frac65-\frac47+\frac19\right)=\frac{256}{315}.$$

In Lean, `hd` supplies the antiderivative and `integral_comp_div` performs the substitution.

```lean
/-- Cubic bias bound: if `g` is twice continuously differentiable on `[-1, 1]` with second
derivative at most `M` in modulus, a cutoff `0 < ε ≤ 1` costs at most `(32/315) M ε³`. -/
theorem bias_bound (hg : IsC2 g g₁ g₂) (hM : ∀ x ∈ Icc (-1 : ℝ) 1, |g₂ x| ≤ M)
    (h0 : 0 < ε) (h1 : ε ≤ 1) :
    |∫ x in (-1 : ℝ)..1, g x * (1 - nodeReg (x / ε))| ≤ 32 / 315 * M * ε ^ 3 := by
  have hle : -ε ≤ ε := by linarith
  have hsub : Icc (-ε) ε ⊆ Icc (-1 : ℝ) 1 := Icc_subset_Icc (by linarith) h1
  have c2 : ContinuousOn g₂ (Icc (-ε) ε) := hg.cont.mono hsub
  have hB : IntervalIntegrable (fun x => g₂ x * (1 - (x / ε) ^ 2) ^ 4) volume (-ε) ε :=
    ContinuousOn.intervalIntegrable_of_Icc hle (by fun_prop)
  have hW : IntervalIntegrable (fun x => M * (1 - (x / ε) ^ 2) ^ 4) volume (-ε) ε :=
    Continuous.intervalIntegrable (by fun_prop) _ _
  have hI : |∫ x in (-ε)..ε, g₂ x * (1 - (x / ε) ^ 2) ^ 4| ≤ M * (256 / 315 * ε) := by
    rw [← weight_integral h0, ← intervalIntegral.integral_const_mul]
    refine (intervalIntegral.abs_integral_le_integral_abs hle).trans
      (intervalIntegral.integral_mono_on hle hB.abs hW (fun x hx => ?_))
    have hp : 0 ≤ (1 - (x / ε) ^ 2) ^ 4 := by positivity
    rw [abs_mul, abs_of_nonneg hp]
    exact mul_le_mul_of_nonneg_right (hM x (hsub hx)) hp
  rw [bias_eq hg h0 h1, abs_mul, abs_neg, abs_of_nonneg (by positivity : 0 ≤ ε ^ 2 / 8)]
  calc ε ^ 2 / 8 * |∫ x in (-ε)..ε, g₂ x * (1 - (x / ε) ^ 2) ^ 4|
      ≤ ε ^ 2 / 8 * (M * (256 / 315 * ε)) := by gcongr
    _ = 32 / 315 * M * ε ^ 3 := by ring
```

The hypothesis `hM` says $|g''(x)|\le M$ on $[-1,1]$. Since the weight is non-negative,

$$\left|\int_{-\varepsilon}^{\varepsilon} g''(x)(1-t^2)^4dx\right|\le M\cdot\frac{256}{315}\,\varepsilon ,$$

which is `hI`. Multiplying by $\varepsilon^2/8$ gives $\frac{32}{315}M\varepsilon^3$, the final `calc` block. For $g(x)=x^2$ and $M=2$ the identity gives equality, so this constant is the best possible.

```lean
/-- The simpler bound `M ε³ / 3` on the bias, for `g` twice continuously differentiable on
`[-1, 1]` with second derivative at most `M` in modulus and `0 < ε ≤ 1`. -/
theorem bias_bound_third (hg : IsC2 g g₁ g₂) (hM : ∀ x ∈ Icc (-1 : ℝ) 1, |g₂ x| ≤ M)
    (h0 : 0 < ε) (h1 : ε ≤ 1) :
    |∫ x in (-1 : ℝ)..1, g x * (1 - nodeReg (x / ε))| ≤ M * ε ^ 3 / 3 := by
  have hM0 : 0 ≤ M := (abs_nonneg _).trans (hM 0 (by constructor <;> norm_num))
  have hp : 0 ≤ M * ε ^ 3 := by positivity
  linarith [bias_bound hg hM h0 h1]

end

end NodalForceRegularization
```

Since $|g''(0)|\le M$, the number $M$ is non-negative, and $\frac{32}{315}\le\frac{105}{315}=\frac13$. `linarith` combines these facts with the previous theorem.

```lean
#print axioms NodalForceRegularization.bias_bound
-- 'NodalForceRegularization.bias_bound' depends on axioms: [propext, Classical.choice, Quot.sound]
#print axioms NodalForceRegularization.bias_bound_third
-- 'NodalForceRegularization.bias_bound_third' depends on axioms: [propext, Classical.choice, Quot.sound]
```

## A kink at the node makes the bias quadratic

Take $g(x)=|x|$. It is continuous, and its second derivative is zero everywhere except at the node, where $g$ has no derivative. Then

$$\int_{-1}^{1}|x|\,\bigl(1-f(x/\varepsilon)\bigr)dx=2\varepsilon^2\left(\frac12-\frac94+\frac{15}{6}-\frac78\right)=-\frac{\varepsilon^2}{4}.$$

No bound of the form $M\varepsilon^3/3$ holds for all small $\varepsilon$. Continuity of $g$ together with a bound on $g''$ away from the node is thus not enough.

## The regularizer in a force calculation

In a variational Monte Carlo run, each sampled configuration supplies $\psi$ and its gradient. The ratio $d=|\psi|/\|\nabla\psi\|$ estimates the distance to the node. If $d<\varepsilon$, the force estimator for that sample is multiplied by $f(d/\varepsilon)$; otherwise it is left unchanged. The same samples can be averaged for several values of $\varepsilon$. In the one-dimensional model with $C^2$ integrand, halving $\varepsilon$ reduces the bias bound by a factor of eight. The variance moves the other way: if $F$ diverges like $1/x^2$ at the node, the variance of the regularized estimator grows like $1/\varepsilon$ as $\varepsilon\to0$. A real nodal surface is curved and $d$ is only approximately the distance to it, so carrying this scaling over to many electrons needs a further argument.
